# The Berry curvature of a normalised state from the derivatives of its projector

Diagonalise a Hamiltonian at two neighbouring parameter values, and the two eigenvectors may come back with unrelated phases. Their difference quotient then need not approach any derivative, and a Berry curvature computed from it is meaningless. The projector $P=\psi\psi^*$ does not change when $\psi$ is multiplied by a phase. The curvature can be written in terms of $P$ and its derivatives alone.

## From the change of the state to the trace

Write $\langle u,v\rangle=\sum_i \overline{u_i}\,v_i$ for vectors in $\mathbb C^n$. Let $\psi$ be a unit vector that depends on two real parameters, with partial derivatives $a$ and $b$ at a given point. By the product rule, the partial derivatives of $P$ there are
$$X=a\psi^*+\psi a^*,\qquad Y=b\psi^*+\psi b^*.$$
Differentiating $\langle\psi,\psi\rangle=1$ gives $\langle a,\psi\rangle+\langle\psi,a\rangle=2\,\mathrm{Re}\langle\psi,a\rangle=0$, and likewise for $b$. Hence $\langle a,\psi\rangle=-\langle\psi,a\rangle$ and $\langle b,\psi\rangle=-\langle\psi,b\rangle$.

Apply $Y$ to the state:
$$Y\psi=b\langle\psi,\psi\rangle+\psi\langle b,\psi\rangle=b-\langle\psi,b\rangle\psi=(1-P)b.$$
Call this vector $w$. It is orthogonal to $\psi$, because $\langle\psi,w\rangle=\langle\psi,b\rangle-\langle\psi,b\rangle=0$. Therefore $Xw=a\langle\psi,w\rangle+\psi\langle a,w\rangle=\langle a,w\rangle\psi$, and
$$\mathrm{tr}(PXY)=\langle\psi,XY\psi\rangle=\langle a,w\rangle=\langle a,(1-P)b\rangle.$$
Only the condition on $b$ has been used. With the condition on $a$ as well,
$$\langle a,(1-P)b\rangle=\langle a,b\rangle-\langle\psi,b\rangle\langle a,\psi\rangle=\langle a,b\rangle+\langle\psi,a\rangle\langle\psi,b\rangle.$$
The last product is symmetric in $a$ and $b$, so it cancels when the two orderings are subtracted:
$$\mathrm{tr}(P[X,Y])=\langle a,b\rangle-\langle b,a\rangle=2i\,\mathrm{Im}\langle a,b\rangle.$$

When $\psi$ is twice continuously differentiable, this is the curvature of the connection $\langle\psi,d\psi\rangle$. Writing $\partial_1,\partial_2$ for the two partial derivatives, the curvature is $\partial_1\langle\psi,\partial_2\psi\rangle-\partial_2\langle\psi,\partial_1\psi\rangle$. The mixed second derivatives cancel, which leaves $\langle a,b\rangle-\langle b,a\rangle$. With the common real convention $A=i\langle\psi,d\psi\rangle$, the curvature is $i$ times the trace, that is $-2\,\mathrm{Im}\langle a,b\rangle$. For a single non-degenerate band of a periodic tight-binding model with finitely many orthonormal orbitals per cell, take $\psi$ to be the normalised eigenvector of the Bloch Hamiltonian and the parameters to be two components of the wavevector. The formula then gives the curvature at each wavevector from the band projector and its derivatives. The value can depend on whether the Bloch phases include the positions of the orbitals within the cell.

## The spin-1/2 state

Take $\psi=(\cos\tfrac\theta2,\;e^{i\varphi}\sin\tfrac\theta2)$. Its derivatives with respect to $\theta$ and $\varphi$ are
$$a=\left(-\tfrac12\sin\tfrac\theta2,\;\tfrac12e^{i\varphi}\cos\tfrac\theta2\right),\qquad b=\left(0,\;ie^{i\varphi}\sin\tfrac\theta2\right).$$
The phases cancel in the overlap, which leaves $\langle a,b\rangle=\tfrac i2\cos\tfrac\theta2\sin\tfrac\theta2=\tfrac i4\sin\theta$. Hence $\mathrm{tr}(P[\partial_\theta P,\partial_\varphi P])=\tfrac i2\sin\theta$.

## States, projectors and their derivatives in Lean

A state is a function `n → ℂ`, where the type `n` labels the basis. The product `⬝ᵥ` does not conjugate, so $\langle u,v\rangle$ is written `star u ⬝ᵥ v`.

```lean
import Mathlib

open Matrix

namespace BerryCurvatureProjector

noncomputable section

variable {n : Type*}
```

The outer product `vecMulVec ψ (star ψ)` has entries $\psi_i\overline{\psi_j}$. Normalisation is not part of the definition; the theorems that need it assume it.

```lean
/-- The matrix `|ψ⟩⟨ψ|`, which is the projector onto `ψ` when `ψ` is a unit vector. -/
def proj (ψ : n → ℂ) : Matrix n n ℂ := vecMulVec ψ (star ψ)
```

The matrix $X$ is `tangent ψ a`, and $Y$ is `tangent ψ b`.

```lean
/-- The first-order change `|a⟩⟨ψ| + |ψ⟩⟨a|` of `|ψ⟩⟨ψ|` when `ψ` changes by `a`. -/
def tangent (ψ a : n → ℂ) : Matrix n n ℂ :=
  vecMulVec a (star ψ) + vecMulVec ψ (star a)
```

The next theorem justifies that name. It applies the product rule to each entry $\psi_i\overline{\psi_j}$ along a curve with velocity $a$.

```lean
/-- Along a differentiable curve of states with velocity `a`, every matrix element of
`|ψ⟩⟨ψ|` has the corresponding element of `|a⟩⟨ψ| + |ψ⟩⟨a|` as its derivative. -/
theorem hasDerivAt_proj {ψ : ℝ → n → ℂ} {a : n → ℂ} {t : ℝ}
    (h : HasDerivAt ψ a t) (i j : n) :
    HasDerivAt (fun s => proj (ψ s) i j) (tangent (ψ t) a i j) t := by
  have hi := hasDerivAt_pi.1 h
  exact (hi i).fun_mul (hi j).star
```

From here on the basis is finite. The condition on the real part says that the norm does not change to first order, and it follows when the whole curve is normalised. The proof differentiates the sum for $\langle\psi,\psi\rangle$, compares the result with the zero derivative of a constant, and takes real parts.

```lean
variable [Fintype n]

/-- If a differentiable curve of states stays normalized, the overlap of the state with its
velocity has zero real part. -/
theorem re_overlap_velocity {ψ : ℝ → n → ℂ} {a : n → ℂ} {t : ℝ}
    (hn : ∀ s, star (ψ s) ⬝ᵥ ψ s = 1) (h : HasDerivAt ψ a t) :
    (star (ψ t) ⬝ᵥ a).re = 0 := by
  have hi := hasDerivAt_pi.1 h
  have hd : HasDerivAt (fun s => ∑ i, star (ψ s i) * ψ s i)
      (∑ i, (star (a i) * ψ t i + star (ψ t i) * a i)) t :=
    HasDerivAt.fun_sum fun i _ => (hi i).star.fun_mul (hi i)
  -- the squared norm is constant, so its derivative vanishes
  have hc : (fun s => ∑ i, star (ψ s i) * ψ s i) = fun _ => (1 : ℂ) := funext hn
  rw [hc] at hd
  have h0 := congrArg Complex.re (hd.unique (hasDerivAt_const t (1 : ℂ)))
  have h2 : (∑ i, (star (a i) * ψ t i + star (ψ t i) * a i)).re
      = 2 * (star (ψ t) ⬝ᵥ a).re := by
    simp only [dotProduct, Complex.re_sum, Finset.mul_sum, Pi.star_apply]
    refine Finset.sum_congr rfl fun i _ => ?_
    simp only [Complex.star_def, Complex.add_re, Complex.mul_re, Complex.conj_re,
      Complex.conj_im]
    ring
  rw [h2, Complex.zero_re] at h0
  linarith
```

## Overlaps, outer products and the trace

Two lemmas supply the conjugation rule $\langle b,a\rangle=\overline{\langle a,b\rangle}$ and the sign change for an imaginary overlap.

```lean
/-- Exchanging the two states conjugates their overlap. -/
lemma overlap_swap (a b : n → ℂ) : star b ⬝ᵥ a = star (star a ⬝ᵥ b) := by
  simp only [dotProduct, star_sum, star_mul', star_star, Pi.star_apply, mul_comm]

/-- If `⟨ψ, a⟩` has zero real part, then `⟨a, ψ⟩ = -⟨ψ, a⟩`. -/
lemma overlap_skew {ψ a : n → ℂ} (h : (star ψ ⬝ᵥ a).re = 0) :
    star a ⬝ᵥ ψ = -(star ψ ⬝ᵥ a) := by
  have key : ∀ z : ℂ, z.re = 0 → star z = -z := fun z hz =>
    Complex.ext (by simp [hz]) (by simp)
  rw [overlap_swap ψ a, key _ h]
```

The rule for applying an outer product to a vector is used at each step where $X$, $Y$ or $P$ acts.

```lean
/-- The outer product with entries `u i * v j` sends `w` to `u` multiplied by the sum of the
products `v j * w j`, without conjugation. -/
lemma outer_mulVec (u v w : n → ℂ) : vecMulVec u v *ᵥ w = (v ⬝ᵥ w) • u := by
  ext i
  simp only [mulVec, dotProduct, vecMulVec_apply, Pi.smul_apply, smul_eq_mul, Finset.sum_mul]
  exact Finset.sum_congr rfl fun j _ => by ring
```

The next identity turns a trace against $\psi\psi^*$ into an overlap. It holds for any vector $\psi$, by exchanging the order of a double sum.

```lean
/-- For any vector `ψ` and matrix `M`, the trace of `|ψ⟩⟨ψ| M` is `⟨ψ, M ψ⟩`. -/
theorem trace_proj_mul (ψ : n → ℂ) (M : Matrix n n ℂ) :
    (proj ψ * M).trace = star ψ ⬝ᵥ (M *ᵥ ψ) := by
  simp only [Matrix.trace, diag_apply, mul_apply, proj, vecMulVec_apply, dotProduct, mulVec,
    Pi.star_apply, Finset.mul_sum]
  rw [Finset.sum_comm]
  exact Finset.sum_congr rfl fun i _ => Finset.sum_congr rfl fun j _ => by ring
```

## The orthogonal component and the product formula

The action of $1-P$ is written out first. It then identifies $X\psi$ with $(1-P)a$, as in the calculation for $Y\psi$ above.

```lean
variable [DecidableEq n]

/-- The matrix `1 - |ψ⟩⟨ψ|` subtracts from `b` the vector `⟨ψ, b⟩ ψ`. -/
lemma complement_mulVec (ψ b : n → ℂ) :
    (1 - proj ψ) *ᵥ b = b - (star ψ ⬝ᵥ b) • ψ := by
  rw [sub_mulVec, one_mulVec, proj, outer_mulVec]

/-- For a unit vector `ψ` and `Re ⟨ψ, a⟩ = 0`, the first-order change of the projector due to `a`
sends `ψ` to the component of `a` orthogonal to `ψ`. -/
theorem tangent_mulVec {ψ a : n → ℂ} (hψ : star ψ ⬝ᵥ ψ = 1)
    (ha : (star ψ ⬝ᵥ a).re = 0) : tangent ψ a *ᵥ ψ = (1 - proj ψ) *ᵥ a := by
  rw [complement_mulVec, tangent, add_mulVec, outer_mulVec, outer_mulVec, hψ,
    overlap_skew ha, one_smul, neg_smul, sub_eq_add_neg]
```

In the product formula, `hw` is the orthogonality $\langle\psi,w\rangle=0$. It removes the term $a\psi^*$ of $X$, so the vector `a` carries no condition.

```lean
/-- For a unit vector `ψ` and `Re ⟨ψ, b⟩ = 0`, with `X` and `Y` the first-order changes of the
projector `P` due to `a` and `b`, one has `tr(P X Y) = ⟨a, (1 - P) b⟩`. -/
theorem trace_proj_tangent_tangent {ψ b : n → ℂ} (a : n → ℂ) (hψ : star ψ ⬝ᵥ ψ = 1)
    (hb : (star ψ ⬝ᵥ b).re = 0) :
    (proj ψ * tangent ψ a * tangent ψ b).trace = star a ⬝ᵥ ((1 - proj ψ) *ᵥ b) := by
  -- the projected vector is orthogonal to the state
  have hw : star ψ ⬝ᵥ ((1 - proj ψ) *ᵥ b) = 0 := by
    rw [complement_mulVec, dotProduct_sub, dotProduct_smul, hψ, smul_eq_mul, mul_one, sub_self]
  rw [mul_assoc, trace_proj_mul, ← mulVec_mulVec, tangent_mulVec hψ hb, tangent, add_mulVec,
    outer_mulVec, outer_mulVec, hw, zero_smul, zero_add, dotProduct_smul, hψ, smul_eq_mul,
    mul_one]
```

## The commutator and the two-parameter family

The proof for the commutator uses the product formula in both orderings and expands the two projected overlaps. The final `linear_combination hz` cancels the symmetric products and uses $z-\bar z=2i\,\mathrm{Im}\,z$.

```lean
/-- For a unit vector `ψ` and `Re ⟨ψ, a⟩ = Re ⟨ψ, b⟩ = 0`, with `X` and `Y` the first-order changes
of the projector `P` due to `a` and `b`, one has `tr(P [X, Y]) = 2i Im ⟨a, b⟩`. -/
theorem trace_proj_commutator {ψ a b : n → ℂ} (hψ : star ψ ⬝ᵥ ψ = 1)
    (ha : (star ψ ⬝ᵥ a).re = 0) (hb : (star ψ ⬝ᵥ b).re = 0) :
    (proj ψ * (tangent ψ a * tangent ψ b - tangent ψ b * tangent ψ a)).trace
      = 2 * Complex.I * ((star a ⬝ᵥ b).im : ℂ) := by
  have hz : (star a ⬝ᵥ b) - star (star a ⬝ᵥ b)
      = 2 * Complex.I * ((star a ⬝ᵥ b).im : ℂ) := by
    rw [Complex.star_def, Complex.sub_conj]
    push_cast
    ring
  rw [mul_sub, trace_sub, ← mul_assoc, ← mul_assoc, trace_proj_tangent_tangent a hψ hb,
    trace_proj_tangent_tangent b hψ ha, complement_mulVec, complement_mulVec, dotProduct_sub,
    dotProduct_sub, dotProduct_smul, dotProduct_smul, overlap_skew ha, overlap_skew hb,
    overlap_swap a b, smul_eq_mul, smul_eq_mul]
  -- the products of overlaps with the state cancel
  linear_combination hz
```

In `berry_curvature`, `X` and `Y` are any matrices whose entries are the partial derivatives of the entries of $P$. Since derivatives are unique, they equal the two `tangent` matrices, and normalisation gives both conditions on the real parts.

The theorem assumes a family of unit vectors that is normalised everywhere and has both partial derivatives at the point. It does not derive such a family from a Hamiltonian, and it treats one state, not a degenerate multiplet. The connection is not defined in the file, so the name Berry curvature rests on the identification made above.

```lean
/-- For a two-parameter family of unit vectors with partial derivatives `a` and `b` at a point,
the partial derivatives `X` and `Y` of its projector `P` there satisfy
`tr(P [X, Y]) = 2i Im ⟨a, b⟩`. -/
theorem berry_curvature {ψ : ℝ → ℝ → n → ℂ} {a b : n → ℂ} {s t : ℝ} {X Y : Matrix n n ℂ}
    (hn : ∀ x y, star (ψ x y) ⬝ᵥ ψ x y = 1)
    (ha : HasDerivAt (fun x => ψ x t) a s) (hb : HasDerivAt (fun y => ψ s y) b t)
    (hX : ∀ i j, HasDerivAt (fun x => proj (ψ x t) i j) (X i j) s)
    (hY : ∀ i j, HasDerivAt (fun y => proj (ψ s y) i j) (Y i j) t) :
    (proj (ψ s t) * (X * Y - Y * X)).trace = 2 * Complex.I * ((star a ⬝ᵥ b).im : ℂ) := by
  have eX : X = tangent (ψ s t) a := by
    ext i j
    exact (hX i j).unique (hasDerivAt_proj ha i j)
  have eY : Y = tangent (ψ s t) b := by
    ext i j
    exact (hY i j).unique (hasDerivAt_proj hb i j)
  rw [eX, eY]
  -- conservation of the norm along each parameter direction
  have h1 : (star (ψ s t) ⬝ᵥ a).re = 0 :=
    re_overlap_velocity (ψ := fun x => ψ x t) (t := s) (fun x => hn x t) ha
  have h2 : (star (ψ s t) ⬝ᵥ b).re = 0 :=
    re_overlap_velocity (ψ := fun y => ψ s y) (t := t) (fun y => hn s y) hb
  exact trace_proj_commutator (hn s t) h1 h2
```

## The spin-1/2 curvature in Lean

The basis is now `Fin 2`, and both angles range over all real numbers.

```lean
/-- The spin-1/2 state `(cos(θ/2), e^{iφ} sin(θ/2))` with polar angle `θ` and azimuth `φ`. -/
def blochState (θ φ : ℝ) : Fin 2 → ℂ :=
  ![(Real.cos (θ / 2) : ℂ), Complex.exp (φ * Complex.I) * (Real.sin (θ / 2) : ℂ)]
```

The phase cancellation is a separate lemma, used for the norm and for the overlap.

```lean
/-- A phase factor times its conjugate is one. -/
lemma phase_unit (φ : ℝ) :
    star (Complex.exp (φ * Complex.I)) * Complex.exp (φ * Complex.I) = 1 := by
  rw [Complex.star_def, ← Complex.exp_conj, ← Complex.exp_add]
  simp
```

The proof follows the calculation for this state. It checks the norm (`hn`), differentiates the two components (`ha` and `hb`), and finds $\langle a,b\rangle=\tfrac i4\sin\theta$ (`hab`) with the double-angle formula `hs`. The general theorem then gives the value.

```lean
/-- For the spin-1/2 state with angles `θ` and `φ`, the derivatives `X` and `Y` of its projector
`P` with respect to `θ` and `φ` satisfy `tr(P [X, Y]) = (i/2) sin θ`. -/
theorem berry_curvature_spin_half {θ φ : ℝ} {X Y : Matrix (Fin 2) (Fin 2) ℂ}
    (hX : ∀ i j, HasDerivAt (fun x => proj (blochState x φ) i j) (X i j) θ)
    (hY : ∀ i j, HasDerivAt (fun y => proj (blochState θ y) i j) (Y i j) φ) :
    (proj (blochState θ φ) * (X * Y - Y * X)).trace
      = Complex.I / 2 * (Real.sin θ : ℂ) := by
  have hr : ∀ r : ℝ, star (r : ℂ) = r := Complex.conj_ofReal
  have hn : ∀ x y, star (blochState x y) ⬝ᵥ blochState x y = 1 := by
    intro x y
    have hcs : (Real.cos (x / 2) : ℂ) ^ 2 + (Real.sin (x / 2) : ℂ) ^ 2 = 1 := by
      exact_mod_cast Real.cos_sq_add_sin_sq (x / 2)
    rw [dotProduct, Fin.sum_univ_two]
    change star (Real.cos (x / 2) : ℂ) * (Real.cos (x / 2) : ℂ)
      + star (Complex.exp (y * Complex.I) * (Real.sin (x / 2) : ℂ))
        * (Complex.exp (y * Complex.I) * (Real.sin (x / 2) : ℂ)) = 1
    rw [star_mul', hr, hr]
    linear_combination hcs + (Real.sin (x / 2) : ℂ) ^ 2 * phase_unit y
  -- the two partial derivatives of the state
  have hcos : HasDerivAt (fun x : ℝ => Real.cos (x / 2)) (-Real.sin (θ / 2) / 2) θ :=
    ((hasDerivAt_id' θ).div_const 2).cos.congr_deriv (by ring)
  have hsin : HasDerivAt (fun x : ℝ => Real.sin (x / 2)) (Real.cos (θ / 2) / 2) θ :=
    ((hasDerivAt_id' θ).div_const 2).sin.congr_deriv (by ring)
  have hexp : HasDerivAt (fun y : ℝ => Complex.exp (y * Complex.I))
      (Complex.exp (φ * Complex.I) * Complex.I) φ :=
    ((hasDerivAt_id' φ).ofReal_comp.mul_const Complex.I).cexp.congr_deriv (by simp)
  have ha : HasDerivAt (fun x => blochState x φ)
      ![((-Real.sin (θ / 2) / 2 : ℝ) : ℂ),
        Complex.exp (φ * Complex.I) * ((Real.cos (θ / 2) / 2 : ℝ) : ℂ)] θ :=
    hasDerivAt_pi.2 (Fin.forall_fin_two.2
      ⟨hcos.ofReal_comp, hsin.ofReal_comp.const_mul (Complex.exp (φ * Complex.I))⟩)
  have hb : HasDerivAt (fun y => blochState θ y)
      ![0, Complex.exp (φ * Complex.I) * Complex.I * (Real.sin (θ / 2) : ℂ)] φ :=
    hasDerivAt_pi.2 (Fin.forall_fin_two.2
      ⟨hasDerivAt_const φ (Real.cos (θ / 2) : ℂ), hexp.mul_const (Real.sin (θ / 2) : ℂ)⟩)
  have hs : Real.sin θ = 2 * Real.sin (θ / 2) * Real.cos (θ / 2) := by
    rw [← Real.sin_two_mul]
    congr 1
    ring
  -- their overlap is purely imaginary
  have hab : star ![((-Real.sin (θ / 2) / 2 : ℝ) : ℂ),
        Complex.exp (φ * Complex.I) * ((Real.cos (θ / 2) / 2 : ℝ) : ℂ)] ⬝ᵥ
      ![0, Complex.exp (φ * Complex.I) * Complex.I * (Real.sin (θ / 2) : ℂ)]
      = ((Real.sin θ / 4 : ℝ) : ℂ) * Complex.I := by
    rw [dotProduct, Fin.sum_univ_two]
    change star ((-Real.sin (θ / 2) / 2 : ℝ) : ℂ) * 0
      + star (Complex.exp (φ * Complex.I) * ((Real.cos (θ / 2) / 2 : ℝ) : ℂ))
        * (Complex.exp (φ * Complex.I) * Complex.I * (Real.sin (θ / 2) : ℂ)) = _
    rw [star_mul', hr (Real.cos (θ / 2) / 2), hs]
    simp only [Complex.ofReal_div, Complex.ofReal_mul, Complex.ofReal_ofNat]
    linear_combination ((Real.cos (θ / 2) : ℂ) / 2 * (Real.sin (θ / 2) : ℂ) * Complex.I)
      * phase_unit φ
  have him : ∀ r : ℝ, ((r : ℂ) * Complex.I).im = r := fun r => by simp
  rw [berry_curvature hn ha hb hX hY, hab, him]
  push_cast
  ring

end

end BerryCurvatureProjector
```

```lean
#print axioms BerryCurvatureProjector.berry_curvature_spin_half
-- 'BerryCurvatureProjector.berry_curvature_spin_half' depends on axioms: [propext, Classical.choice, Quot.sound]
```
